# The Brillouin formula for a thermal spin and its Langevin limit

Let a spin $j=n/2$, with $n\ge 1$ an integer, have its $J_z$ levels $j-k$, $k=0,\dots,n$, occupied with weights $e^{x(j-k)}$. For real $x\neq 0$ the thermal mean of $J_z$ is
$$M(x)=\left(j+\tfrac12\right)\coth\!\left(\left(j+\tfrac12\right)x\right)-\tfrac12\coth\frac{x}{2},$$
and for fixed real $y\neq 0$
$$\frac{M(y/j)}{j}\;\longrightarrow\;\coth y-\frac1y\qquad(n\to\infty).$$
The limit is the thermal mean of $\cos\theta$ for a classical moment whose orientations on the sphere carry the weight $e^{y\cos\theta}$.

Here $J_z$ is in units of $\hbar$. For a moment $g\mu_B J_z$ in a field $B$, with energy $-g\mu_B B J_z$, the parameter is $x=g\mu_B B/k_BT$. Then $y=jx$ compares the field energy of the full moment $g\mu_B j$ with $k_BT$. Holding $y$ fixed while $j$ grows keeps this energy ratio constant and makes the level spacing ever smaller compared with $k_BT$.

## From the level sum to the two formulas

Write $Z(x)=\sum_{k=0}^{n}e^{x(j-k)}$. Multiplying the $k$-th term by $e^{x/2}-e^{-x/2}$ gives
$$e^{x(j+1/2-k)}-e^{x(j+1/2-(k+1))},$$
so the sum telescopes to $e^{x(j+1/2)}-e^{x(j+1/2-(n+1))}$. Since $n=2j$, the last exponent is $-(j+\tfrac12)x$, and therefore
$$Z(x)\sinh\frac x2=\sinh\!\left(\left(j+\tfrac12\right)x\right).$$

Differentiating $Z$ brings down a factor $j-k$ in each term, so $M=Z'/Z$. The derivative of the identity is
$$Z'\sinh\frac x2+\frac12 Z\cosh\frac x2=\left(j+\tfrac12\right)\cosh\!\left(\left(j+\tfrac12\right)x\right).$$
For $x\ne0$, divide by $Z\sinh(x/2)$, which equals $\sinh((j+\frac12)x)$ and is nonzero. Solving for $Z'/Z$ gives the formula for $M$.

The smallest spin is a quick check. For $j=\tfrac12$ the formula reads $\coth x-\tfrac12\coth(x/2)$. Because $\coth x=\tfrac12\coth(x/2)+\tfrac12\tanh(x/2)$, this is $\tfrac12\tanh(x/2)$, the familiar two-level result.

For the limit, put $x=y/j$ and use $j=n/2$:
$$\frac{M(y/j)}{j}=\left(1+\frac1n\right)\coth\!\left(\left(1+\frac1n\right)y\right)-\frac1n\coth\frac yn .$$
The first term tends to $\coth y$ by continuity. The second is $\frac1y\,t\coth t$ with $t=y/n$. Since $\sinh t/t\to\cosh 0=1$, we have $t\coth t=\cosh t/(\sinh t/t)\to1$, and the second term tends to $1/y$.

For the classical moment, uniform orientations on the sphere make $u=\cos\theta$ uniform on $[-1,1]$, and the azimuthal integral cancels. With weight $e^{yu}$,
$$\int_{-1}^1e^{yu}\,du=\frac{2\sinh y}{y},\qquad \int_{-1}^1u\,e^{yu}\,du=\frac{2\cosh y}{y}-\frac{2\sinh y}{y^2},$$
where the second follows by parts. Their ratio is $\coth y-1/y$.

## The formula in a program

For non-interacting spins in a field, without magnetic anisotropy, these expressions give reference magnetisation curves for simulation codes: a quantum spin should follow $M(x)$, while sampled classical unit vectors should follow the Langevin curve. Near $x=0$ the two terms of $M$ both behave like $1/x$, and their subtraction loses digits in floating point. A program can use the expansion $M(x)\approx j(j+1)x/3$ where $(j+\tfrac12)|x|$ is much smaller than 1, or evaluate the finite level sums with the levels $\pm m$ paired, so that the numerator becomes $\sum_{m>0}2m\sinh(mx)$ and has no cancellation between its terms. Neither remedy is part of the Lean development below.

## The spin, its weights and the classical average in Lean

```lean
import Mathlib

open Filter Topology

namespace BrillouinLangevin

noncomputable section
```

The hyperbolic cotangent is defined through a single exponential.

```lean
/-- The hyperbolic cotangent in the form `1 + 2 / (exp (2x) - 1)`, for `x ≠ 0`. -/
def coth (x : ℝ) : ℝ := 1 + 2 / (Real.exp (2 * x) - 1)
```

At zero, Lean's convention for division by zero makes this `coth` equal to 1, so for $n\ge1$ the Brillouin expression would there give $j$ instead of the true mean 0; the hypothesis $x\neq0$ excludes this.

The partition function is a finite sum. `Finset.range (n + 1)` runs over $k=0,\dots,n$, and `(n : ℝ) / 2` is $j$, so integer and half-integer spins are treated together.

```lean
/-- The partition function of a spin `j = n/2`: the sum of `exp (x (j - k))` over the
levels `k = 0, ..., n`. -/
def partitionFn (n : ℕ) (x : ℝ) : ℝ :=
  ∑ k ∈ Finset.range (n + 1), Real.exp (x * ((n : ℝ) / 2 - k))
```

The thermal mean divides the weighted sum of eigenvalues by $Z$. The eigenvalues enter as numbers: the file contains no spin operators and does not derive the spectrum of $J_z$. Temperature and field appear only through `x`, and there is one spin with no interactions.

```lean
/-- The thermal mean of `Jz` for a spin `j = n/2`: each eigenvalue `j - k` is weighted with
`exp (x (j - k))`, and the sum is divided by the partition function. -/
def thermalJz (n : ℕ) (x : ℝ) : ℝ :=
  (∑ k ∈ Finset.range (n + 1), ((n : ℝ) / 2 - k) * Real.exp (x * ((n : ℝ) / 2 - k)))
    / partitionFn n x
```

The classical average is a ratio of integrals over $u$. The reduction from the sphere to $u$, described above, is built into the definition.

```lean
/-- The thermal mean of `u = cos θ` for a classical moment whose orientations are uniform on
the sphere and weighted with `exp (y u)`. -/
def classicalMean (y : ℝ) : ℝ :=
  (∫ u in (-1 : ℝ)..1, u * Real.exp (y * u)) / ∫ u in (-1 : ℝ)..1, Real.exp (y * u)
```

## The closed form for every spin

The first lemma recovers the usual quotient. It uses $e^{2x}-1=2e^x\sinh x$, which turns the definition into $1+e^{-x}/\sinh x$, and then $\cosh x-\sinh x=e^{-x}$.

```lean
/-- Away from zero, `coth` is the quotient of `cosh` and `sinh`. -/
theorem coth_eq {x : ℝ} (hx : x ≠ 0) : coth x = Real.cosh x / Real.sinh x := by
  have hs : Real.sinh x ≠ 0 := fun h => hx (Real.sinh_eq_zero.1 h)
  have h1 : Real.exp (2 * x) = Real.exp x * Real.exp x := by rw [two_mul, Real.exp_add]
  have h2 : Real.exp (-x) * Real.exp x = 1 := by rw [← Real.exp_add]; simp
  have he : Real.exp (2 * x) - 1 = 2 * Real.sinh x * Real.exp x := by
    rw [Real.sinh_eq]
    linear_combination h1 + h2
  have h3 : Real.cosh x - Real.sinh x = (Real.exp x)⁻¹ := by
    rw [Real.cosh_sub_sinh, Real.exp_neg]
  rw [coth, he, eq_div_iff hs]
  linear_combination (Real.exp x)⁻¹ * mul_inv_cancel₀ hs - h3
```

The telescoping sum is proved for any highest level `a` and any number `N` of levels, by induction on `N`. Adding a level contributes two exponentials: `h1` identifies the one that cancels the previous endpoint, and `h2` the one that becomes the new endpoint.

```lean
/-- A sum of Boltzmann factors over `N` equally spaced levels telescopes when multiplied by
`exp (x/2) - exp (-x/2)`. -/
theorem ladder_telescope (a x : ℝ) (N : ℕ) :
    (∑ k ∈ Finset.range N, Real.exp (x * (a - k))) * (Real.exp (x / 2) - Real.exp (-(x / 2)))
      = Real.exp (x * (a + 1 / 2)) - Real.exp (x * (a + 1 / 2 - N)) := by
  induction N with
  | zero => simp
  | succ N ih =>
    have h1 : Real.exp (x * (a - N)) * Real.exp (x / 2)
        = Real.exp (x * (a + 1 / 2 - N)) := by
      rw [← Real.exp_add]; congr 1; ring
    have h2 : Real.exp (x * (a - N)) * Real.exp (-(x / 2))
        = Real.exp (x * (a + 1 / 2 - ((N + 1 : ℕ) : ℝ))) := by
      rw [← Real.exp_add]; congr 1; push_cast; ring
    rw [Finset.sum_range_succ, add_mul, ih]
    linear_combination h1 - h2
```

Setting $a=j$ and $N=n+1$ makes the two endpoints opposite, and halving the identity produces the hyperbolic sines. This holds for all real $x$, including zero.

```lean
/-- The partition function of a spin `j = n/2` satisfies
`Z(x) sinh (x/2) = sinh ((j + 1/2) x)`. -/
theorem partitionFn_mul_sinh (n : ℕ) (x : ℝ) :
    partitionFn n x * Real.sinh (x / 2) = Real.sinh (((n : ℝ) / 2 + 1 / 2) * x) := by
  have h := ladder_telescope ((n : ℝ) / 2) x (n + 1)
  have e1 : x * ((n : ℝ) / 2 + 1 / 2) = ((n : ℝ) / 2 + 1 / 2) * x := by ring
  have e2 : x * ((n : ℝ) / 2 + 1 / 2 - ((n + 1 : ℕ) : ℝ)) = -(((n : ℝ) / 2 + 1 / 2) * x) := by
    push_cast; ring
  rw [e1, e2] at h
  rw [Real.sinh_eq, Real.sinh_eq, partitionFn]
  linear_combination h / 2
```

Next comes $Z'$, obtained by differentiating term by term. `HasDerivAt` states both that the derivative exists at `x` and what it is.

```lean
/-- The derivative of the partition function is the sum of the eigenvalues of `Jz` weighted
with their Boltzmann factors. -/
theorem hasDerivAt_partitionFn (n : ℕ) (x : ℝ) :
    HasDerivAt (partitionFn n)
      (∑ k ∈ Finset.range (n + 1), ((n : ℝ) / 2 - k) * Real.exp (x * ((n : ℝ) / 2 - k))) x := by
  have h : ∀ k ∈ Finset.range (n + 1),
      HasDerivAt (fun t : ℝ => Real.exp (t * ((n : ℝ) / 2 - k)))
        (((n : ℝ) / 2 - k) * Real.exp (x * ((n : ℝ) / 2 - k))) x := by
    intro k _
    exact ((hasDerivAt_id' x).mul_const ((n : ℝ) / 2 - k)).exp.congr_deriv (by ring)
  exact HasDerivAt.fun_sum h
```

The Brillouin formula follows. In the proof, `h1` is the product rule for $Z(x)\sinh(x/2)$ and `h2` the chain rule for $\sinh((j+\frac12)x)$. The two functions are equal everywhere, so uniqueness of the derivative equates the results. The auxiliary statement `key` is the division by $Z\sinh(x/2)$, with letters in place of the functions. The theorem also admits $n=0$, where both sides vanish.

```lean
/-- Brillouin's formula: for `x ≠ 0` the thermal mean of `Jz` for a spin `j = n/2` is
`(j + 1/2) coth ((j + 1/2) x) - coth (x/2) / 2`. -/
theorem thermalJz_eq_brillouin (n : ℕ) {x : ℝ} (hx : x ≠ 0) :
    thermalJz n x
      = ((n : ℝ) / 2 + 1 / 2) * coth (((n : ℝ) / 2 + 1 / 2) * x) - coth (x / 2) / 2 := by
  have hx2 : x / 2 ≠ 0 := div_ne_zero hx two_ne_zero
  have hc : (n : ℝ) / 2 + 1 / 2 ≠ 0 := by positivity
  have hs : Real.sinh (x / 2) ≠ 0 := fun h => hx2 (Real.sinh_eq_zero.1 h)
  have hZ : partitionFn n x ≠ 0 :=
    (Finset.sum_pos (fun _ _ => Real.exp_pos _) ⟨0, by simp⟩).ne'
  -- differentiate both sides of `Z(x) sinh (x/2) = sinh ((j + 1/2) x)`
  have h1 := (hasDerivAt_partitionFn n x).fun_mul ((hasDerivAt_id' x).div_const 2).sinh
  have h2 := ((hasDerivAt_id' x).const_mul ((n : ℝ) / 2 + 1 / 2)).sinh
  have hf : (fun t => partitionFn n t * Real.sinh (t / 2))
      = fun t => Real.sinh (((n : ℝ) / 2 + 1 / 2) * t) := funext (partitionFn_mul_sinh n)
  rw [hf] at h1
  have h := h1.unique h2
  -- solve for the logarithmic derivative of `Z`
  have key : ∀ S Z s C c q : ℝ, Z ≠ 0 → s ≠ 0 → S * s + Z * (q * (1 / 2)) = C * (c * 1) →
      S / Z = c * (C / (Z * s)) - q / s / 2 := by
    intro S Z s C c q hZ hs h
    have hS : S = (C * c - Z * q / 2) / s := by
      rw [eq_div_iff hs]; linarith
    rw [hS]
    linear_combination (-(q * s⁻¹ / 2)) * mul_inv_cancel₀ hZ
  rw [coth_eq (mul_ne_zero hc hx), coth_eq hx2, ← partitionFn_mul_sinh, thermalJz]
  exact key _ _ _ _ _ _ hZ hs h
```

## Large spin at fixed $y$

The limit of $t\coth t$ is taken over `𝓝[≠] 0`, that is, as $t$ approaches zero through nonzero values. The derivative of $\sinh$ at zero, read as a limit of difference quotients, supplies $\sinh t/t\to1$.

```lean
/-- As `t` tends to zero through nonzero values, `t coth t` tends to one. -/
theorem tendsto_mul_coth : Tendsto (fun t => t * coth t) (𝓝[≠] 0) (𝓝 1) := by
  have h1 : Tendsto (fun t : ℝ => t⁻¹ * Real.sinh t) (𝓝[≠] 0) (𝓝 1) := by
    have h := hasDerivAt_iff_tendsto_slope_zero.1 (Real.hasDerivAt_sinh 0)
    simpa [smul_eq_mul] using h
  have h2 : Tendsto Real.cosh (𝓝[≠] (0 : ℝ)) (𝓝 (Real.cosh 0)) :=
    Real.continuous_cosh.continuousAt.tendsto.mono_left nhdsWithin_le_nhds
  have h3 := h2.div h1 one_ne_zero
  rw [Real.cosh_zero, div_one] at h3
  refine h3.congr' ?_
  filter_upwards [self_mem_nhdsWithin] with t ht
  rw [coth_eq (Set.mem_compl_singleton_iff.1 ht)]
  simp only [Pi.div_apply, div_eq_mul_inv, mul_inv, inv_inv]
  ring
```

In the next theorem `atTop` means $n\to\infty$, and the argument `y / ((n : ℝ) / 2)` is $y/j$. The proof assembles the limit from four facts: $1+1/n\to1$ (`ha`), continuity of `coth` at $y$ (`hcoth`), $y/n\to0$ through nonzero values (`ht`), and the limit of $t\coth t$ just proved (`tendsto_mul_coth`). It then shows that for $n>0$ the resulting expression equals $M(y/j)/j$ by the Brillouin formula. Convergence is stated for each fixed $y\neq0$, with no error bound and no uniformity in $y$.

```lean
/-- The classical limit: for fixed `y ≠ 0` and `j = n/2`, the thermal mean of `Jz / j` at
`x = y / j` tends to the Langevin value `coth y - 1/y` as `n` grows. -/
theorem tendsto_langevin {y : ℝ} (hy : y ≠ 0) :
    Tendsto (fun n : ℕ => thermalJz n (y / ((n : ℝ) / 2)) / ((n : ℝ) / 2)) atTop
      (𝓝 (coth y - 1 / y)) := by
  have ha : Tendsto (fun n : ℕ => 1 + 1 / (n : ℝ)) atTop (𝓝 1) := by
    simpa using (tendsto_const_div_atTop_nhds_zero_nat (1 : ℝ)).const_add 1
  have hb := ha.mul_const y
  rw [one_mul] at hb
  have hne : Real.exp (2 * y) - 1 ≠ 0 := by
    intro h
    have h' : 2 * y = 0 := (Real.exp_eq_one_iff _).1 (by linarith)
    exact hy (by linarith)
  have hcoth : ContinuousAt coth y :=
    continuousAt_const.add (continuousAt_const.div (by fun_prop) hne)
  have ht : Tendsto (fun n : ℕ => y / (n : ℝ)) atTop (𝓝[≠] 0) :=
    tendsto_nhdsWithin_iff.2 ⟨tendsto_const_div_atTop_nhds_zero_nat y,
      (eventually_gt_atTop 0).mono fun n hn => Set.mem_compl_singleton_iff.2
        (div_ne_zero hy (Nat.cast_ne_zero.2 hn.ne'))⟩
  have hlim := (ha.mul (hcoth.tendsto.comp hb)).sub ((tendsto_mul_coth.comp ht).div_const y)
  rw [one_mul] at hlim
  refine hlim.congr' ?_
  -- for `n > 0` the two sequences agree by Brillouin's formula
  filter_upwards [eventually_gt_atTop 0] with n hn
  have hn' : (n : ℝ) ≠ 0 := Nat.cast_ne_zero.2 hn.ne'
  have hN := mul_inv_cancel₀ hn'
  have e1 : ((n : ℝ) / 2 + 1 / 2) * (y / ((n : ℝ) / 2)) = (1 + 1 / (n : ℝ)) * y := by
    linear_combination y * hN
  have e2 : y / ((n : ℝ) / 2) / 2 = y / (n : ℝ) := by ring
  rw [thermalJz_eq_brillouin n (div_ne_zero hy (div_ne_zero hn' two_ne_zero)), e1, e2]
  simp only [Function.comp_apply]
  linear_combination (-coth ((1 + 1 / (n : ℝ)) * y)) * hN
    - coth (y / (n : ℝ)) * (n : ℝ)⁻¹ * mul_inv_cancel₀ hy
```

## The classical moment has the same mean

The last theorem evaluates both integrals by the fundamental theorem of calculus, with antiderivatives $e^{yu}/y$ and $(u/y-1/y^2)e^{yu}$. The facts `i0` and `i1` are the two integrals found by hand, and the final algebra takes their ratio. The right-hand side is the limit in `tendsto_langevin`, which identifies the large-spin value with the classical thermal mean.

```lean
/-- For `y ≠ 0` the thermal mean of `cos θ` for a classical moment is the Langevin value
`coth y - 1/y`. -/
theorem classicalMean_eq_langevin {y : ℝ} (hy : y ≠ 0) :
    classicalMean y = coth y - 1 / y := by
  have hY := mul_inv_cancel₀ hy
  have hs : Real.sinh y ≠ 0 := fun h => hy (Real.sinh_eq_zero.1 h)
  -- both integrals have elementary antiderivatives
  have h0 : ∫ u in (-1 : ℝ)..1, Real.exp (y * u)
      = Real.exp (y * 1) / y - Real.exp (y * (-1)) / y :=
    intervalIntegral.integral_eq_sub_of_hasDerivAt
      (f := fun u => Real.exp (y * u) / y) (f' := fun u => Real.exp (y * u))
      (fun u _ => (((hasDerivAt_id' u).const_mul y).exp.div_const y).congr_deriv
        (by linear_combination Real.exp (y * u) * hY))
      (Continuous.intervalIntegrable (by fun_prop) _ _)
  have h1 : ∫ u in (-1 : ℝ)..1, u * Real.exp (y * u)
      = (1 / y - 1 / y ^ 2) * Real.exp (y * 1)
        - ((-1) / y - 1 / y ^ 2) * Real.exp (y * (-1)) :=
    intervalIntegral.integral_eq_sub_of_hasDerivAt
      (f := fun u => (u / y - 1 / y ^ 2) * Real.exp (y * u))
      (f' := fun u => u * Real.exp (y * u))
      (fun u _ => ((((hasDerivAt_id' u).div_const y).sub_const (1 / y ^ 2)).fun_mul
        ((hasDerivAt_id' u).const_mul y).exp).congr_deriv
        (by linear_combination Real.exp (y * u) * (u - y⁻¹) * hY))
      (Continuous.intervalIntegrable (by fun_prop) _ _)
  have i0 : ∫ u in (-1 : ℝ)..1, Real.exp (y * u) = 2 * Real.sinh y / y := by
    rw [h0, Real.sinh_eq]
    simp only [mul_one, mul_neg]
    ring
  have i1 : ∫ u in (-1 : ℝ)..1, u * Real.exp (y * u)
      = 2 * Real.cosh y / y - 2 * Real.sinh y / y ^ 2 := by
    rw [h1, Real.sinh_eq, Real.cosh_eq]
    simp only [mul_one, mul_neg]
    ring
  rw [classicalMean, i0, i1, coth_eq hy]
  simp only [div_eq_mul_inv, mul_inv, inv_inv]
  linear_combination (Real.cosh y * (Real.sinh y)⁻¹
    - y⁻¹ * Real.sinh y * (Real.sinh y)⁻¹) * hY - y⁻¹ * mul_inv_cancel₀ hs

end

end BrillouinLangevin
```

```lean
#print axioms BrillouinLangevin.thermalJz_eq_brillouin
-- 'BrillouinLangevin.thermalJz_eq_brillouin' depends on axioms: [propext, Classical.choice, Quot.sound]
#print axioms BrillouinLangevin.tendsto_langevin
-- 'BrillouinLangevin.tendsto_langevin' depends on axioms: [propext, Classical.choice, Quot.sound]
#print axioms BrillouinLangevin.classicalMean_eq_langevin
-- 'BrillouinLangevin.classicalMean_eq_langevin' depends on axioms: [propext, Classical.choice, Quot.sound]
```
